# Mori's second fluctuation-dissipation relation for one observable and a bounded skew-adjoint generator

Follow the momentum of one particle joined by springs to many others at thermal equilibrium. The springs push it about and also damp it, with a delay. Force and damping have the same origin, so one should fix the other. Which properties of the dynamics make the memory kernel equal to the autocorrelation of the force?

Real observables with zero mean form a space $H$ with inner product $\langle x,y\rangle$, their equilibrium correlation. The chosen observable is $a$, and $L$ generates the motion, $\dot x = Lx$; many textbooks write this generator as $iL$.

```lean
import Mathlib

open scoped InnerProductSpace

noncomputable section

namespace MoriProjection

variable {H : Type*} [NormedAddCommGroup H] [InnerProductSpace ℝ H]
```

Three conditions enter: $L$ is skew-adjoint, $a$ has unit length, and $L$ is bounded on a complete space. The first is a definition, `IsSkew`.

```lean
/-- A bounded operator `L` is skew-adjoint when `⟨L x, y⟩ = -⟨x, L y⟩` for all `x` and `y`. -/
def IsSkew (L : H →L[ℝ] H) : Prop :=
  ∀ x y : H, ⟪L x, y⟫_ℝ = -⟪x, L y⟫_ℝ
```

The operator $Qx = x-\langle a,x\rangle a$ removes the part of $x$ along $a$. The random force is $F(t)=e^{tQL}QLa$, and the observable itself moves as $A(t)=e^{tL}a$. In `randomForce`, the product `projQ a * L` means $L$ first, then $Q$.

```lean
/-- The operator `Q = 1 - a aᵀ`, which subtracts `⟨a, x⟩ a` from `x`. -/
def projQ (a : H) : H →L[ℝ] H :=
  ContinuousLinearMap.id ℝ H - (innerSL ℝ a).smulRight a

/-- The random force `F(t) = exp(t Q L) Q L a`. -/
def randomForce (L : H →L[ℝ] H) (a : H) (t : ℝ) : H :=
  (NormedSpace.exp (t • (projQ a * L)) : H →L[ℝ] H) (projQ a (L a))

/-- The observable `A(t) = exp(t L) a` under the full dynamics. -/
def observable (L : H →L[ℝ] H) (a : H) (t : ℝ) : H :=
  (NormedSpace.exp (t • L) : H →L[ℝ] H) a
```

## Unit length makes Q a projector

Physically, $\|a\|=1$ says that the observable is scaled to unit variance. By hand,

$$\langle a,Qx\rangle=\langle a,x\rangle-\langle a,x\rangle\|a\|^2=0 .$$

The hypothesis `ha` enters `inner_projQ` at exactly this point.

```lean
lemma projQ_apply (a x : H) : projQ a x = x - ⟪a, x⟫_ℝ • a := by
  simp [projQ]

/-- For a unit vector `a`, every vector `Q x` is orthogonal to `a`. -/
theorem inner_projQ {a : H} (ha : ‖a‖ = 1) (x : H) : ⟪a, projQ a x⟫_ℝ = 0 := by
  rw [projQ_apply, inner_sub_right, real_inner_smul_right, real_inner_self_eq_norm_sq, ha]
  ring
```

Unit length cannot be weakened to $a\neq0$. In the plane with orthonormal basis $e_1,e_2$, let $Le_1=e_2$, $Le_2=-e_1$ and $a=2e_1$. Then

$$F(t)=2\cosh(\sqrt3\,t)\,e_2+2\sqrt3\,\sinh(\sqrt3\,t)\,e_1 ,$$

which leaves the orthogonal complement of $a$ and grows.

## Boundedness gives the force an equation of motion

A bounded $L$ on a complete space has a norm-convergent exponential, differentiable in $t$. For a finite set of coupled linear oscillators, the linear functions of the coordinates and momenta form a finite-dimensional space that $L$ maps into itself, and on that space $L$ is bounded. The Liouville operator of an interacting liquid is generally unbounded, and carrying the result over to it is the step these hypotheses leave open. There $La$ need not exist for every $a$, and the power series no longer defines the dynamics.

Two short facts come first: skewness gives $\langle x,Lx\rangle=-\langle Lx,x\rangle$, hence $\langle x,Lx\rangle=0$, and the force starts at $F(0)=QLa$.

```lean
lemma IsSkew.inner_self {L : H →L[ℝ] H} (hL : IsSkew L) (x : H) : ⟪x, L x⟫_ℝ = 0 := by
  have h := hL x x
  have h' := real_inner_comm x (L x)
  linarith

lemma randomForce_zero (L : H →L[ℝ] H) (a : H) :
    randomForce L a 0 = projQ a (L a) := by
  simp [randomForce]
```

Differentiating the exponential gives $F'(t)=QLF(t)$.

```lean
variable [CompleteSpace H]

/-- The random force obeys the projected equation of motion `F'(t) = Q L F(t)`. -/
theorem hasDerivAt_randomForce (L : H →L[ℝ] H) (a : H) (t : ℝ) :
    HasDerivAt (randomForce L a) (projQ a (L (randomForce L a t))) t := by
  have h := (hasDerivAt_exp_smul_const' (projQ a * L) t).clm_apply
    (hasDerivAt_const t (projQ a (L a)))
  exact h.congr_deriv (by rw [map_zero, add_zero]; rfl)
```

The overlap with $a$ therefore has derivative $\langle a,QLF(t)\rangle=0$, and it starts at $\langle a,QLa\rangle=0$. So $\langle a,F(t)\rangle=0$ at all times. The proof is the same: `hd` is the zero derivative, `hc` the resulting constancy, `h0` the initial value. Skewness is not used.

```lean
/-- For a unit vector `a`, the random force is orthogonal to `a` at all times. -/
theorem randomForce_orthogonal (L : H →L[ℝ] H) {a : H} (ha : ‖a‖ = 1) (t : ℝ) :
    ⟪a, randomForce L a t⟫_ℝ = 0 := by
  -- the overlap with `a` has zero derivative and vanishes initially
  have hd : ∀ s, HasDerivAt (fun u => ⟪a, randomForce L a u⟫_ℝ) 0 s := fun s =>
    ((hasDerivAt_const s a).inner ℝ (hasDerivAt_randomForce L a s)).congr_deriv
      (by rw [inner_projQ ha, inner_zero_left, add_zero])
  have hc := is_const_of_deriv_eq_zero (fun s => (hd s).differentiableAt)
    (fun s => (hd s).deriv) t 0
  have h0 : ⟪a, randomForce L a 0⟫_ℝ = 0 := by
    rw [randomForce_zero, inner_projQ ha]
  exact hc.trans h0
```

## Skewness ties friction to noise

Skewness, $\langle Lx,y\rangle=-\langle x,Ly\rangle$, expresses that the dynamics preserves equilibrium correlations. It first fixes the size of the force:

$$\tfrac{d}{dt}\|F\|^2=2\langle F,QLF\rangle=2\langle F,LF\rangle-2\langle a,LF\rangle\langle F,a\rangle=0 .$$

The first term vanishes by skewness, the second by orthogonality. In Lean this is `hz`; the last line passes from equal squares to equal norms.

```lean
/-- For skew-adjoint `L` and a unit vector `a`, the norm of the random force is constant
in time. -/
theorem norm_randomForce {L : H →L[ℝ] H} (hL : IsSkew L) {a : H} (ha : ‖a‖ = 1) (t : ℝ) :
    ‖randomForce L a t‖ = ‖randomForce L a 0‖ := by
  have hz : ∀ s, ⟪randomForce L a s, projQ a (L (randomForce L a s))⟫_ℝ = 0 := fun s => by
    rw [projQ_apply, inner_sub_right, real_inner_smul_right, hL.inner_self,
      real_inner_comm a (randomForce L a s), randomForce_orthogonal L ha]
    ring
  have hd : ∀ s, HasDerivAt (fun u => ⟪randomForce L a u, randomForce L a u⟫_ℝ) 0 s :=
    fun s => ((hasDerivAt_randomForce L a s).inner ℝ
      (hasDerivAt_randomForce L a s)).congr_deriv (by
        have h := hz s
        have h' := real_inner_comm (randomForce L a s) (projQ a (L (randomForce L a s)))
        linarith)
  have hc : ⟪randomForce L a t, randomForce L a t⟫_ℝ
      = ⟪randomForce L a 0, randomForce L a 0⟫_ℝ :=
    is_const_of_deriv_eq_zero (fun s => (hd s).differentiableAt) (fun s => (hd s).deriv) t 0
  rw [real_inner_self_eq_norm_sq, real_inner_self_eq_norm_sq] at hc
  nlinarith [norm_nonneg (randomForce L a t), norm_nonneg (randomForce L a 0)]
```

For the relation itself, expand $F(0)=La-\langle a,La\rangle a$:

$$\langle F(0),F(t)\rangle=\langle La,F(t)\rangle-\langle a,La\rangle\langle a,F(t)\rangle=\langle La,F(t)\rangle=-\langle a,LF(t)\rangle .$$

The rewrites in the proof perform these steps in turn, with `hL` moving $L$ across at the end. The memory kernel is $K(t)=-\langle a,LF(t)\rangle$, so the relation reads $K(t)=\langle F(0),F(t)\rangle$.

```lean
/-- Mori's second fluctuation-dissipation relation: for skew-adjoint `L` and a unit vector `a`,
`⟨a, L F(t)⟩ = -⟨F(0), F(t)⟩`. Equivalently, the memory kernel `-⟨a, L F(t)⟩` is the autocorrelation
of the random force. -/
theorem second_fluctuation_dissipation {L : H →L[ℝ] H} (hL : IsSkew L) {a : H}
    (ha : ‖a‖ = 1) (t : ℝ) :
    ⟪a, L (randomForce L a t)⟫_ℝ = -⟪randomForce L a 0, randomForce L a t⟫_ℝ := by
  -- the part of `L a` along `a` does not see the random force
  rw [randomForce_zero, projQ_apply, inner_sub_left, real_inner_smul_left,
    randomForce_orthogonal L ha, hL]
  ring
```

The proof uses `ha` through orthogonality, although skewness already gives $\langle a,La\rangle=0$, so with the formula for $Q$ left unchanged this identity would survive another scaling of $a$. So would the Langevin equation below, whereas orthogonality and the constant norm can fail, as the example with $a=2e_1$ shows. For an unscaled $a\neq0$ the orthogonal projector is $Qx=x-\langle a,x\rangle a/\|a\|^2$. With it, the kernel in the Langevin equation is $\langle F(0),F(t)\rangle/\|a\|^2$: for a momentum, the force autocorrelation is divided by the variance of the momentum.

Without skewness the relation can fail. Take $a=e_1$, $Le_1=e_2$, $Le_2=e_2$. Then $F(t)=e^t e_2$, whose norm grows, while $\langle a,LF(t)\rangle=0$ and $-\langle F(0),F(t)\rangle=-e^t$. Here $\dot e_1=e_2$ and $\dot e_2=e_2$: the variable $e_2$ drives $e_1$ without any reaction, so there is noise and no friction.

## From the relation to the Langevin equation

For fixed $t$, let $G(s)=e^{(t-s)L}F(s)$, which runs the projected dynamics up to $s$ and the full dynamics afterwards. Then

$$G'(s)=e^{(t-s)L}(QL-L)F(s)=-\langle a,LF(s)\rangle A(t-s)=K(s)A(t-s).$$

Integrating from $0$ to $t$ gives $F(t)-e^{tL}F(0)=\int_0^t K(s)A(t-s)\,ds$. Since $\langle a,La\rangle=0$, we have $F(0)=La$ and $e^{tL}F(0)=A'(t)$. Hence

$$A'(t)=F(t)-\int_0^t K(s)\,A(t-s)\,ds .$$

```lean
lemma hasDerivAt_observable (L : H →L[ℝ] H) (a : H) (t : ℝ) :
    HasDerivAt (observable L a) ((NormedSpace.exp (t • L) : H →L[ℝ] H) (L a)) t := by
  have h := (hasDerivAt_exp_smul_const L t).clm_apply (hasDerivAt_const t a)
  exact h.congr_deriv (by rw [map_zero, add_zero]; rfl)
```

In the next proof `hd` is the formula for $G'$, `hc` supplies the continuity needed for integration, `hint` is the integrated identity, and `h0` is $F(0)=La$.

```lean
/-- The generalized Langevin equation: for skew-adjoint `L` and a unit vector `a`,
`A'(t) = F(t) - ∫₀ᵗ ⟨F(0), F(s)⟩ A(t - s) ds`. -/
theorem generalized_langevin {L : H →L[ℝ] H} (hL : IsSkew L) {a : H}
    (ha : ‖a‖ = 1) (t : ℝ) :
    HasDerivAt (observable L a)
      (randomForce L a t - ∫ s in (0 : ℝ)..t,
        ⟪randomForce L a 0, randomForce L a s⟫_ℝ • observable L a (t - s)) t := by
  -- interpolate between full and projected dynamics
  have hd : ∀ s, HasDerivAt
      (fun u => (NormedSpace.exp ((t - u) • L) : H →L[ℝ] H) (randomForce L a u))
      (⟪randomForce L a 0, randomForce L a s⟫_ℝ • observable L a (t - s)) s := fun s => by
    have h := ((hasDerivAt_exp_smul_const L (t - s)).comp_const_sub t s).clm_apply
      (hasDerivAt_randomForce L a s)
    refine h.congr_deriv ?_
    rw [projQ_apply, second_fluctuation_dissipation hL ha, map_sub, map_smul]
    change -((NormedSpace.exp ((t - s) • L) : H →L[ℝ] H) (L (randomForce L a s))) + _ = _
    unfold observable
    module
  have hF : Continuous (randomForce L a) :=
    continuous_iff_continuousAt.2 fun s => (hasDerivAt_randomForce L a s).continuousAt
  have hA : Continuous (observable L a) :=
    continuous_iff_continuousAt.2 fun s => (hasDerivAt_observable L a s).continuousAt
  have hc : Continuous (fun s =>
      ⟪randomForce L a 0, randomForce L a s⟫_ℝ • observable L a (t - s)) :=
    (continuous_const.inner hF).smul (hA.comp (continuous_const.sub continuous_id))
  have hint := intervalIntegral.integral_eq_sub_of_hasDerivAt
    (fun s _ => hd s) (hc.intervalIntegrable 0 t)
  -- the initial force is the whole of `L a`, since `⟨a, L a⟩ = 0`
  have h0 : randomForce L a 0 = L a := by
    rw [randomForce_zero, projQ_apply, hL.inner_self, zero_smul, sub_zero]
  refine (hasDerivAt_observable L a t).congr_deriv ?_
  rw [hint, sub_self, zero_smul, NormedSpace.exp_zero, sub_zero, h0]
  change _ = randomForce L a t - (randomForce L a t - _)
  rw [sub_sub_cancel]
```

With a single real observable there is no frequency term, and the kernel is a number at each time; Mori's setting with several observables has matrices in both places.

## Antisymmetric matrices and a three-variable chain

For a real matrix with $M^T=-M$, the adjoint of the associated operator is its negative, which is skewness. The three statements about $F$ then follow on `EuclideanSpace ℝ n`.

```lean
/-- For a real antisymmetric matrix `M` and a unit vector `a`, the random force is orthogonal
to `a`, has constant norm, and obeys the second fluctuation-dissipation relation. -/
theorem antisymmetric_matrix {n : Type*} [Fintype n] [DecidableEq n]
    (M : Matrix n n ℝ) (hM : M.transpose = -M) (a : EuclideanSpace ℝ n) (ha : ‖a‖ = 1)
    (t : ℝ) :
    let L := Matrix.toEuclideanCLM (n := n) (𝕜 := ℝ) M
    ⟪a, randomForce L a t⟫_ℝ = 0 ∧ ‖randomForce L a t‖ = ‖randomForce L a 0‖ ∧
      ⟪a, L (randomForce L a t)⟫_ℝ = -⟪randomForce L a 0, randomForce L a t⟫_ℝ := by
  intro L
  have hs : star L = -L := by
    change star (Matrix.toEuclideanCLM (n := n) (𝕜 := ℝ) M) = _
    rw [← map_star, Matrix.star_eq_conjTranspose,
      Matrix.conjTranspose_eq_transpose_of_trivial, hM, map_neg]
  have hL : IsSkew L := fun x y => by
    rw [← ContinuousLinearMap.adjoint_inner_right, ← ContinuousLinearMap.star_eq_adjoint, hs]
    exact inner_neg_right x (L y)
  exact ⟨randomForce_orthogonal L ha t, norm_randomForce hL ha t,
    second_fluctuation_dissipation hL ha t⟩
```

Take $a=e_1$ with $Le_1=\omega e_2$, $Le_2=-\omega e_1+\nu e_3$, $Le_3=-\nu e_2$, where $\omega,\nu>0$ are coupling frequencies. Projection removes the return to $e_1$, so

$$F(t)=\omega(\cos\nu t\;e_2+\sin\nu t\;e_3),\qquad K(t)=\omega^2\cos\nu t .$$

Taking the overlap of the Langevin equation with $a$ removes $F$ and leaves a closed equation for $C(t)=\langle a,A(t)\rangle$:

$$C'(t)=-\int_0^t K(s)\,C(t-s)\,ds,\qquad C(t)=\frac{\nu^2+\omega^2\cos\Omega t}{\Omega^2},\quad \Omega^2=\omega^2+\nu^2 .$$

The force $La$ evolved with the full dynamics has autocorrelation $\omega^2\cos\Omega t$, at a different frequency from $K$. In simulation work on memory kernels this distinction matters, and this finite linear chain shows it explicitly.

A smaller instance is multiplication by $i$ on the complex plane, regarded as a real space, with $a=1$. It meets the conditions with a nonzero initial force, $F(0)=i$.

```lean
/-- On the complex plane as a real Hilbert space, multiplication by `i` is skew-adjoint, `1` is
a unit vector, and the initial random force is `i`. -/
theorem isSkew_witness :
    IsSkew (ContinuousLinearMap.mul ℝ ℂ Complex.I) ∧ ‖(1 : ℂ)‖ = 1 ∧
      randomForce (ContinuousLinearMap.mul ℝ ℂ Complex.I) 1 0 = Complex.I := by
  refine ⟨fun x y => ?_, norm_one, ?_⟩
  · simp [Complex.inner]
    ring
  · rw [randomForce_zero, projQ_apply]
    simp [Complex.inner]

end MoriProjection
```

```lean
#print axioms MoriProjection.second_fluctuation_dissipation
#print axioms MoriProjection.generalized_langevin
#print axioms MoriProjection.antisymmetric_matrix
```

```
'MoriProjection.second_fluctuation_dissipation' depends on axioms: [propext, Classical.choice, Quot.sound]
'MoriProjection.generalized_langevin' depends on axioms: [propext, Classical.choice, Quot.sound]
'MoriProjection.antisymmetric_matrix' depends on axioms: [propext, Classical.choice, Quot.sound]
```
